# Finitely many Kraus matrices always preserve positivity, and preserve every trace exactly when $\sum_k K_k^\dagger K_k = 1$

In a simulation of a noisy qubit, I advance the density matrix by one time step by replacing $\rho$ with $\sum_k K_k\rho K_k^\dagger$, and I then read probabilities off the result without renormalising. Before a run I send the two basis states through the map and look at the traces. Both come out as 1. Does that make the step safe for superpositions too? And if my qubit is entangled with a second one that the noise doesn't touch, could the joint matrix acquire a negative eigenvalue?

## Unit trace on the basis states is not enough

Two correct traces don't make the step safe. The condition to check is the matrix equation $\sum_k K_k^\dagger K_k = 1$, including its off-diagonal entries. Negative eigenvalues are not a danger, with or without a second qubit.

A single matrix shows how the basis-state check fails:

$$K=\begin{pmatrix}1&3/5\\0&4/5\end{pmatrix},\qquad K^\dagger K=\begin{pmatrix}1&3/5\\3/5&1\end{pmatrix}.$$

Both columns have length 1, so both basis states keep unit trace, and so does every diagonal density matrix. The state $(1,1)/\sqrt2$ goes to $(8/5,\,4/5)/\sqrt2$, whose squared length is $8/5$. Trace preservation on diagonal density matrices therefore doesn't imply trace preservation on all of them.

### From positivity to the completeness relation

Let $K_k$ be finitely many complex $m\times n$ matrices, and write $\Phi(\rho)=\sum_k K_k\rho K_k^\dagger$ and $S=\sum_k K_k^\dagger K_k$.

**Positivity.** If $\rho$ is positive semidefinite, each term $K_k\rho K_k^\dagger$ is Hermitian, and for every vector $y$

$$y^\dagger K_k\rho K_k^\dagger y=(K_k^\dagger y)^\dagger\rho\,(K_k^\dagger y)\ge 0 .$$

A sum of positive semidefinite matrices is positive semidefinite, so $\Phi(\rho)$ is too. No condition on $S$ was used.

**Trace.** Cyclicity gives $\operatorname{tr}(K_k\rho K_k^\dagger)=\operatorname{tr}(K_k^\dagger K_k\rho)$, hence

$$\operatorname{tr}\Phi(\rho)=\operatorname{tr}(S\rho).$$

If $S=1$, the trace of every matrix is preserved. Physically, $\operatorname{tr}(K_k\rho K_k^\dagger)$ is the probability of outcome $k$ when the $K_k$ describe a measurement, and $S=1$ says that these probabilities add up to 1 in every state.

**Converse.** Suppose only that $\Phi$ sends density matrices to density matrices. Take $x\neq0$, put $r=x^\dagger x>0$, and insert the pure state $\rho=xx^\dagger/r$. Then

$$1=\operatorname{tr}(S\rho)=\frac{x^\dagger Sx}{r},\qquad\text{so}\qquad x^\dagger(S-1)x=0 .$$

This also holds for $x=0$. Set $M=S-1$ and let $e_i$ be the basis vectors. For $x=e_i+c\,e_j$ with a complex number $c$,

$$M_{ii}+c\,M_{ij}+\bar c\,M_{ji}+|c|^2M_{jj}=0 .$$

The choice $c=0$ gives $M_{ii}=0$ for every $i$. Then $c=1$ gives $M_{ij}+M_{ji}=0$, and $c=\mathrm i$ gives $\mathrm i(M_{ij}-M_{ji})=0$. Together they give $M_{ij}=0$, so $S=1$. Superpositions are what control the off-diagonal entries, and your two basis states contain none.

**A second system.** Let $X$ be a matrix on the qubit and its partner, with entries $X_{(c,i),(d,j)}$, where $c,d$ label the qubit and $i,j$ the partner. Applying $\Phi$ to the qubit alone gives

$$\sum_k\sum_{c,d}(K_k)_{ac}\,X_{(c,i),(d,j)}\,\overline{(K_k)_{bd}},$$

which is the $(a,i),(b,j)$ entry of $\sum_k(K_k\otimes1)X(K_k\otimes1)^\dagger$. This is again a Kraus map, so it preserves positivity by the first step.

### Amplitude damping with decay probability 0.36

Take

$$K_0=\begin{pmatrix}1&0\\0&0.8\end{pmatrix},\qquad K_1=\begin{pmatrix}0&0.6\\0&0\end{pmatrix}.$$

Then $K_0^\dagger K_0+K_1^\dagger K_1=\operatorname{diag}(1,\,0.64)+\operatorname{diag}(0,\,0.36)=1$. For the equal superposition, all entries of $\rho$ are $1/2$, and

$$\Phi(\rho)=\begin{pmatrix}0.5&0.4\\0.4&0.32\end{pmatrix}+\begin{pmatrix}0.18&0\\0&0\end{pmatrix}=\begin{pmatrix}0.68&0.4\\0.4&0.32\end{pmatrix}.$$

The trace is 1 and the determinant is $0.2176-0.16=0.0576>0$, so this is a density matrix. The order of the factors matters in the check: $K_0K_0^\dagger+K_1K_1^\dagger=\operatorname{diag}(1.36,\,0.64)$ is not the identity, although the map preserves the trace.

### The Lean file

```lean
import Mathlib

open Matrix
open scoped ComplexOrder Kronecker

namespace KrausChannels

variable {ι m n e : Type*} [Fintype ι] [Fintype m] [Fintype n] [Fintype e]

/-- The Kraus map `ρ ↦ ∑ K_k ρ K_k†` of a finite family of complex matrices. -/
def krausMap (K : ι → Matrix m n ℂ) (ρ : Matrix n n ℂ) : Matrix m m ℂ :=
  ∑ k, K k * ρ * (K k)ᴴ

/-- A density matrix: positive semidefinite with unit trace. -/
def IsDensity (ρ : Matrix n n ℂ) : Prop :=
  ρ.PosSemidef ∧ ρ.trace = 1

/-- The map `Φ ⊗ id`: `Φ` acts on the first factor of a bipartite matrix, block by block,
and leaves the second factor alone. -/
def ampliate (Φ : Matrix n n ℂ → Matrix m m ℂ) (X : Matrix (n × e) (n × e) ℂ) :
    Matrix (m × e) (m × e) ℂ :=
  Matrix.of fun p q => Φ (Matrix.of fun c d => X (c, p.2) (d, q.2)) p.1 q.1

/-- A Kraus map sends positive semidefinite matrices to positive semidefinite matrices. -/
theorem krausMap_posSemidef (K : ι → Matrix m n ℂ) {ρ : Matrix n n ℂ}
    (hρ : ρ.PosSemidef) : (krausMap K ρ).PosSemidef := by
  unfold krausMap
  exact Finset.sum_induction _ Matrix.PosSemidef (fun _ _ ha hb => ha.add hb)
    Matrix.PosSemidef.zero (fun k _ => hρ.mul_mul_conjTranspose_same (K k))

/-- The trace of the output is the trace of the input weighted by `∑ K_k† K_k`. -/
theorem trace_krausMap (K : ι → Matrix m n ℂ) (ρ : Matrix n n ℂ) :
    (krausMap K ρ).trace = ((∑ k, (K k)ᴴ * K k) * ρ).trace := by
  simp only [krausMap, Matrix.trace_sum, Finset.sum_mul]
  refine Finset.sum_congr rfl fun k _ => ?_
  rw [Matrix.trace_mul_comm, ← Matrix.mul_assoc]

/-- A complex matrix whose expectation value vanishes in every vector is zero. -/
theorem eq_zero_of_expectation [DecidableEq n] (M : Matrix n n ℂ)
    (h : ∀ x : n → ℂ, star x ⬝ᵥ (M *ᵥ x) = 0) : M = 0 := by
  -- expectation value in the superposition `e_i + c e_j`
  have key : ∀ (i j : n) (c : ℂ), M i i + c * M i j + starRingEnd ℂ c * M j i
      + starRingEnd ℂ c * c * M j j = 0 := by
    intro i j c
    have h1 := h (Pi.single i 1 + Pi.single j c)
    simp only [star_add, ← Pi.single_star, star_one, Matrix.mulVec_add, add_dotProduct,
      dotProduct_add, single_dotProduct, Matrix.mulVec, dotProduct_single] at h1
    simp only [← starRingEnd_apply] at h1
    linear_combination h1
  have hd : ∀ i, M i i = 0 := fun i => by simpa using key i i 0
  ext i j
  have off : ∀ c : ℂ, c * M i j + starRingEnd ℂ c * M j i = 0 := fun c => by
    linear_combination key i j c - hd i - starRingEnd ℂ c * c * hd j
  -- the relative phases `1` and `i` separate the two off-diagonal entries
  have h1 := off 1
  have hI := off Complex.I
  rw [map_one] at h1
  rw [Complex.conj_I] at hI
  rw [Matrix.zero_apply]
  linear_combination (1 / 2) * h1 - Complex.I / 2 * hI
    + (M i j - M j i) / 2 * Complex.I_sq

/-- A Kraus map sends every density matrix to a density matrix if and only if
`∑ K_k† K_k = 1`. -/
theorem krausMap_isDensity_iff [DecidableEq n] (K : ι → Matrix m n ℂ) :
    (∀ ρ, IsDensity ρ → IsDensity (krausMap K ρ)) ↔ ∑ k, (K k)ᴴ * K k = 1 := by
  constructor
  · intro h
    apply sub_eq_zero.1
    apply eq_zero_of_expectation
    intro x
    by_cases hx : x = 0
    · simp [hx]
    obtain ⟨r, hr0, hr⟩ : ∃ r : ℝ, 0 ≤ r ∧ star x ⬝ᵥ x = (r : ℂ) := by
      refine ⟨∑ i, Complex.normSq (x i),
        Finset.sum_nonneg fun i _ => Complex.normSq_nonneg _, ?_⟩
      rw [Complex.ofReal_sum]
      exact Finset.sum_congr rfl fun i _ => Complex.normSq_eq_conj_mul_self.symm
    have hrne : (r : ℂ) ≠ 0 := by
      rw [← hr]
      exact fun h0 => hx (dotProduct_star_self_eq_zero.1 h0)
    -- the normalized pure state along `x`
    have hρ : IsDensity (((r⁻¹ : ℝ) : ℂ) • vecMulVec x (star x)) := by
      constructor
      · have hc : (0 : ℂ) ≤ ((r⁻¹ : ℝ) : ℂ) := by
          exact Complex.zero_le_real.2 (inv_nonneg.2 hr0)
        exact (Matrix.posSemidef_vecMulVec_self_star x).smul hc
      · rw [Matrix.trace_smul, Matrix.trace_vecMulVec, dotProduct_comm, hr, smul_eq_mul,
          Complex.ofReal_inv, inv_mul_cancel₀ hrne]
    have ht := (h _ hρ).2
    rw [trace_krausMap, Matrix.mul_smul, Matrix.trace_smul, Matrix.mul_vecMulVec,
      Matrix.trace_vecMulVec, dotProduct_comm, smul_eq_mul, Complex.ofReal_inv] at ht
    rw [Matrix.sub_mulVec, Matrix.one_mulVec, dotProduct_sub, hr, sub_eq_zero]
    exact ((inv_mul_eq_one₀ hrne).1 ht).symm
  · intro hK ρ hρ
    refine ⟨krausMap_posSemidef K hρ.1, ?_⟩
    rw [trace_krausMap, hK, Matrix.one_mul, hρ.2]

/-- A Kraus map preserves positive semidefiniteness, and it preserves the trace of every
matrix if and only if `∑ K_k† K_k = 1`. -/
theorem krausMap_positive_and_trace_preserving_iff [DecidableEq n]
    (K : ι → Matrix m n ℂ) :
    (∀ ρ : Matrix n n ℂ, ρ.PosSemidef → (krausMap K ρ).PosSemidef) ∧
      ((∀ ρ : Matrix n n ℂ, (krausMap K ρ).trace = ρ.trace) ↔
        ∑ k, (K k)ᴴ * K k = 1) := by
  refine ⟨fun ρ hρ => krausMap_posSemidef K hρ, fun h => ?_, fun hK ρ => ?_⟩
  · -- density matrices alone already force the completeness relation
    exact (krausMap_isDensity_iff K).1 fun ρ hρ =>
      ⟨krausMap_posSemidef K hρ.1, (h ρ).trans hρ.2⟩
  · rw [trace_krausMap, hK, Matrix.one_mul]

omit [Fintype m] in
/-- Acting with a Kraus map on one half of a bipartite system is the Kraus map of the
matrices `K_k ⊗ 1`. -/
theorem ampliate_krausMap [DecidableEq e] (K : ι → Matrix m n ℂ)
    (X : Matrix (n × e) (n × e) ℂ) :
    ampliate (krausMap K) X = krausMap (fun k => K k ⊗ₖ (1 : Matrix e e ℂ)) X := by
  ext ⟨a, i⟩ ⟨b, j⟩
  simp [ampliate, krausMap, Matrix.sum_apply, Matrix.mul_apply, Fintype.sum_prod_type,
    Matrix.conjTranspose_kronecker, Matrix.kroneckerMap_apply, Matrix.one_apply]

/-- Kraus maps are completely positive: acting on one half of a bipartite system, they
preserve positive semidefiniteness. -/
theorem krausMap_completelyPositive [DecidableEq e] (K : ι → Matrix m n ℂ)
    {X : Matrix (n × e) (n × e) ℂ} (hX : X.PosSemidef) :
    (ampliate (krausMap K) X).PosSemidef := by
  rw [ampliate_krausMap]
  exact krausMap_posSemidef _ hX

/-- Transposition of qubit matrices is not a Kraus map. -/
theorem transpose_not_krausMap (K : ι → Matrix (Fin 2) (Fin 2) ℂ) :
    ¬ ∀ ρ, krausMap K ρ = ρᵀ := by
  intro h
  have hK : krausMap K = fun ρ => ρᵀ := funext h
  -- the unnormalized Bell vector and the antisymmetric test vector
  let w : Fin 2 × Fin 2 → ℂ := fun p => !![1, 0; 0, 1] p.1 p.2
  let v : Fin 2 × Fin 2 → ℂ := fun p => !![0, 1; -1, 0] p.1 p.2
  have hpos := (krausMap_completelyPositive K
    (Matrix.posSemidef_vecMulVec_self_star w)).dotProduct_mulVec_nonneg v
  rw [hK] at hpos
  have hval : star v ⬝ᵥ (ampliate (fun ρ : Matrix (Fin 2) (Fin 2) ℂ => ρᵀ)
      (vecMulVec w (star w)) *ᵥ v) = -2 := by
    simp [v, w, ampliate, dotProduct, Matrix.mulVec, Fintype.sum_prod_type,
      Fin.sum_univ_two, Matrix.vecMulVec_apply]
    norm_num
  rw [hval] at hpos
  have hre := (Complex.le_def.1 hpos).1
  norm_num at hre

end KrausChannels
```

```lean
#print axioms KrausChannels.krausMap_positive_and_trace_preserving_iff
#print axioms KrausChannels.transpose_not_krausMap
```

```
'KrausChannels.krausMap_positive_and_trace_preserving_iff' depends on axioms: [propext, Classical.choice, Quot.sound]
'KrausChannels.transpose_not_krausMap' depends on axioms: [propext, Classical.choice, Quot.sound]
```

### What the theorems say

In Lean, `m` and `n` are finite index types and not numbers: `n` labels the basis of the input space and `m` that of the output space, which may have a different dimension. The finite type `ι` labels the Kraus matrices. The type `e` labels the basis of the untouched partner; it is not the environment that causes the noise. The symbol `ᴴ` is the dagger, and `star x ⬝ᵥ (M *ᵥ x)` is $x^\dagger Mx$.

`krausMap K ρ` is $\Phi(\rho)$, defined for every square matrix $\rho$ of the input size. `IsDensity` asks for `PosSemidef`, which includes being Hermitian, and for trace 1.

The main theorem, `krausMap_positive_and_trace_preserving_iff`, has two parts. The first says that $\Phi$ preserves positive semidefiniteness, for any finite family of matrices. The second says that $\Phi$ preserves the trace of every matrix if and only if $S=1$.

`krausMap_isDensity_iff` is closer to your question: every density matrix goes to a density matrix if and only if $S=1$. Its forward direction assumes less than the trace statement does, since only physical states are tested.

`ampliate Φ X` is the action on one half of a pair. It cuts $X$ into blocks labelled by the partner's indices and applies `Φ` to each block. The definition accepts any function `Φ` between matrices and doesn't mention Kraus matrices, so `krausMap_completelyPositive` is a real statement about $\Phi\otimes\mathrm{id}$, for a partner of any finite dimension. It leads from the Kraus form to complete positivity. Constructing matrices $K_k$ for a given completely positive map is the harder half of the Choi–Kraus representation theorem, and it is not proved here.

`transpose_not_krausMap` says that no finite family of $2\times2$ matrices reproduces $\rho\mapsto\rho^{\mathsf T}$. Transposition sends every density matrix to a density matrix, so good behaviour on the states of a single qubit doesn't guarantee a Kraus form.

For simulation practice, this means that a noise step on a finite-dimensional system, once written with Kraus matrices satisfying $S=1$, needs no renormalisation apart from rounding. What the hypotheses leave to you is the claim that the real time step has this form. The usual justification is that, at the start of the step, the environment is in a fixed state and uncorrelated with the system, and that the two then evolve unitarily together. If the environment is uncorrelated only at the start of the run, this argument covers the evolution from that moment on, but not each later step by itself.

### How the Lean proofs run

`krausMap_posSemidef` is the positivity step. `Finset.sum_induction` needs three facts: the zero matrix is positive semidefinite, sums of such matrices are too, and so is each $K_k\rho K_k^\dagger$. The zero matrix also takes care of an empty family.

`trace_krausMap` is the identity $\operatorname{tr}\Phi(\rho)=\operatorname{tr}(S\rho)$. It compares the sums term by term, and `Matrix.trace_mul_comm` moves $K_k^\dagger$ to the front.

`eq_zero_of_expectation` is the argument with superpositions, for an arbitrary complex matrix. Its intermediate statement `key` is the equation for $x=e_i+c\,e_j$, `hd` is the case $c=0$, and `off` is what remains once the diagonal terms are removed. The last `linear_combination` adds half of the equation for $c=1$ to $-\mathrm i/2$ times the equation for $c=\mathrm i$, which isolates $M_{ij}$.

In `krausMap_isDensity_iff`, the forward direction applies this lemma to $S-1$. The case $x=0$ is treated separately, because that vector can't be normalised. Otherwise `r` is the squared length, `hρ` shows that $xx^\dagger/r$ is a density matrix, and `ht` records that its image has trace 1. Rewriting `ht` with the trace identity gives $x^\dagger Sx=r$. The backward direction combines positivity with the trace identity.

The main theorem then needs little work. If all traces are preserved, density matrices go to density matrices, and the previous theorem gives $S=1$. The other direction is the trace identity with $S=1$ inserted.

`ampliate_krausMap` compares the two sides entry by entry. The names `a`, `i`, `b`, `j` label the entry, as in the formula for the second system above, and `simp` expands the products and removes the Kronecker deltas of the partner's identity matrix. Complete positivity follows by applying `krausMap_posSemidef` to the matrices $K_k\otimes1$.

For transposition, suppose that a Kraus form existed. Take the Bell vector $w=e_0\otimes e_0+e_1\otimes e_1$ and the antisymmetric vector $v=e_0\otimes e_1-e_1\otimes e_0$, both of squared length 2. Transposing the first half of $ww^\dagger$ gives the operator that swaps the two qubits. It sends $v$ to $-v$, so the value in $v$ is $-2$, which is `hval`; with both vectors normalised it is $-1/2$. Complete positivity requires a non-negative value, and `hpos` states this requirement. Comparing real parts gives the contradiction.
